# If K³ = −K, the commutator map satisfies d⁵ + 5d³ + 4d = 0 and rotated observables have only the frequencies 0, 1 and 2

Should the generator of a fermionic excitation be modelled as an operator on Fock space, as a matrix, or only as an abstract element K with K³ = −K? I ask because the parameter-shift rules for such excitations seem to use nothing but that cubic relation. The claim is that an observable rotated by exp(θK) contains only the frequencies 0, 1 and 2 in θ, so that its derivative is an exact combination of its values at four shifted angles. Behind this should stand an identity for d(X) = KX − XK, namely d⁵(X) + 5d³(X) + 4d(X) = 0. I would like to see the whole chain made rigorous and machine-checked, from the identity to the shift rule. Which setting does it need?

## The cubic relation is enough

The abstract element is enough. The commutator identity holds for such a K in any ring. The statements about exp(θK) are proved here in a complete real normed algebra, where the exponential series of every element converges. Fermions enter through the relation K³ = −K. Let T be an excitation and S its reverse, with T² = S² = 0, TST = T and STS = S. For fermions, T may be a†ₚa_q with p ≠ q, and S its adjoint. The first two relations say that the same excitation cannot be made twice in a row; the other two say that exciting, going back and exciting again equals exciting once. For K = T − S they give

K² = −TS − ST

K³ = −TST + TS² − ST² + STS = −T + S = −K.

## From nested commutators to four shifts

**The quintic identity.** From K³ = −K follow K⁴ = −K² and K⁵ = K. Expanding the nested commutators with binomial coefficients and reducing the powers on each side of X gives

d³(X) = −KX + XK − 3K²XK + 3KXK²

d⁵(X) = KX − XK + 15K²XK − 15KXK².

In d⁵(X) + 5d³(X) the terms with three factors of K cancel, and −4(KX − XK) = −4d(X) is left. This is the identity. The polynomial x⁵ + 5x³ + 4x = x(x² + 1)(x² + 4) has the roots 0, ±i and ±2i, whose absolute values 0, 1 and 2 are the allowed frequencies.

**The exponential.** Let

R(θ) = 1 + sin θ K + (1 − cos θ)K².

The derivative of R(−t) is −cos t K + sin t K², which equals −K R(−t) by the cubic relation. Hence

d/dt [exp(tK) R(−t)] = exp(tK) K R(−t) − exp(tK) K R(−t) = 0,

where d/dt is the ordinary derivative. The product is 1 at t = 0, so it is always 1. Writing s = sin θ and u = 1 − cos θ, we also have

R(−θ)R(θ) = 1 + (2u − u² − s²)K² = 1,

because 2u − u² = 1 − cos²θ = s². Multiplying exp(θK)R(−θ) = 1 by R(θ) from the right gives exp(θK) = R(θ).

**The rotated observable.** Write Dₙ for dⁿ(X). Inserting the closed form on both sides of X gives

exp(θK) X exp(−θK) = X + s(KX − XK) + u(K²X + XK²) − s²KXK + su(KXK² − K²XK) + u²K²XK².

The products of K and X can be traded for nested commutators by means of

D₂ = K²X − 2KXK + XK²

D₃ + D₁ = 3(KXK² − K²XK)

D₂ + D₄ = 6(KXK + K²XK²).

After the substitution, KXK is left with the coefficient 2u − s² − u² = 0, and the result is

X + sD₁ + uD₂ + su(D₁ + D₃)/3 + u²(D₂ + D₄)/6.

With su = sin θ − ½ sin 2θ and u² = 3/2 − 2 cos θ + ½ cos 2θ, this becomes

X + (5D₂ + D₄)/4 − cos θ (4D₂ + D₄)/3 + sin θ (4D₁ + D₃)/3 + cos 2θ (D₂ + D₄)/12 − sin 2θ (D₁ + D₃)/6.

**The shift rule.** Let

f(θ) = a + b cos θ + c sin θ + p cos 2θ + q sin 2θ,

and put G₁ = −b sin θ + c cos θ and G₂ = −p sin 2θ + q cos 2θ. Then f′(θ) = G₁ + 2G₂, and for any shift α

f(θ + α) − f(θ − α) = 2 sin α G₁ + 2 sin 2α G₂.

The shift π/4 gives √2 G₁ + 2G₂, and π/2 gives 2G₁. Therefore

f′(θ) = [f(θ + π/4) − f(θ − π/4)] − ((√2 − 1)/2)[f(θ + π/2) − f(θ − π/2)].

## The Lean file

```lean
import Mathlib

open Matrix

namespace FermionicParameterShift

noncomputable section

/-- The commutator map `d(X) = K X - X K` of a generator `K`. -/
def der {R : Type*} [Ring R] (K X : R) : R := K * X - X * K

/-- An excitation `T` and its reverse `S` that square to zero and satisfy `T S T = T` and
`S T S = S` give a generator `K = T - S` with `K³ = -K`. -/
theorem excitation_generator_cubed {R : Type*} [Ring R] (T S : R)
    (hT : T * T = 0) (hS : S * S = 0) (hTST : T * S * T = T) (hSTS : S * T * S = S) :
    (T - S) ^ 3 = -(T - S) := by
  linear_combination (norm := noncomm_ring) hT * T - hT * S - hTST + T * hS - S * hT
    + hSTS + hS * T - hS * S

/-- If `K³ = -K`, the commutator map of `K` obeys `d⁵ + 5 d³ + 4 d = 0` on every `X`. -/
theorem der_quintic {R : Type*} [Ring R] (K : R) (h : K ^ 3 = -K) (X : R) :
    (der K)^[5] X + 5 • (der K)^[3] X + 4 • der K X = 0 := by
  change der K (der K (der K (der K (der K X)))) + 5 • der K (der K (der K X))
    + 4 • der K X = 0
  simp only [der]
  -- every term of degree three or more in K on one side is reduced by the cubic relation
  linear_combination (norm := noncomm_ring) K ^ 2 * h * X + 4 * h * X - 5 * K * h * X * K
    + 10 * h * X * K ^ 2 - 10 * K ^ 2 * X * h + 5 * K * X * h * K - X * h * K ^ 2 - 4 * X * h

/-- The closed form `1 + sin θ K + (1 - cos θ) K²`. -/
def rot {A : Type*} [Ring A] [Algebra ℝ A] (K : A) (θ : ℝ) : A :=
  1 + Real.sin θ • K + (1 - Real.cos θ) • (K * K)

/-- If `K³ = -K`, the closed forms at opposite angles multiply to one. -/
theorem rot_neg_mul_rot {A : Type*} [Ring A] [Algebra ℝ A] (K : A) (h : K ^ 3 = -K) (θ : ℝ) :
    rot K (-θ) * rot K θ = 1 := by
  have h3 : K * (K * K) = -K := by rw [← h]; noncomm_ring
  have hs : (1 : ℝ) = Real.sin θ ^ 2 + Real.cos θ ^ 2 := (Real.sin_sq_add_cos_sq θ).symm
  simp only [rot, Real.sin_neg, Real.cos_neg, add_mul, mul_add, smul_mul_assoc,
    mul_smul_comm, one_mul, mul_one, mul_assoc, h3, mul_neg]
  linear_combination (norm := module) hs • (K * K)

variable {A : Type*} [NormedRing A] [NormedAlgebra ℝ A] [CompleteSpace A]

/-- If `K³ = -K`, then `exp(θK) = 1 + sin θ K + (1 - cos θ) K²`. -/
theorem exp_eq_rot (K : A) (h : K ^ 3 = -K) (θ : ℝ) :
    NormedSpace.exp (θ • K) = rot K θ := by
  have h3 : K * (K * K) = -K := by rw [← h]; noncomm_ring
  have hr : ∀ t : ℝ, HasDerivAt (fun u : ℝ => rot K (-u)) (-(K * rot K (-t))) t := by
    intro t
    have h1 := ((hasDerivAt_const t (1 : A)).fun_sub
      ((Real.hasDerivAt_sin t).smul_const K)).fun_add
      (((Real.hasDerivAt_cos t).const_sub 1).smul_const (K * K))
    refine (h1.congr_of_eventuallyEq (Filter.Eventually.of_forall fun u => ?_)).congr_deriv ?_
    · simp only [rot, Real.sin_neg, Real.cos_neg]
      module
    · simp only [rot, Real.sin_neg, Real.cos_neg, mul_add, mul_smul_comm, mul_one, h3]
      module
  -- exp(tK) times the closed form at -t does not depend on t
  have hd : ∀ t : ℝ,
      HasDerivAt (fun u : ℝ => NormedSpace.exp (u • K) * rot K (-u)) 0 t := by
    intro t
    have he : HasDerivAt (fun u : ℝ => NormedSpace.exp (u • K))
        (NormedSpace.exp (t • K) * K) t := by
      apply hasDerivAt_exp_smul_const
    exact (he.fun_mul (hr t)).congr_deriv (by simp [mul_assoc])
  have hc := is_const_of_deriv_eq_zero (fun t => (hd t).differentiableAt)
    (fun t => (hd t).deriv) θ 0
  have h1 : NormedSpace.exp (θ • K) * rot K (-θ) = 1 := by
    refine hc.trans ?_
    simp [rot, NormedSpace.exp_zero]
  calc NormedSpace.exp (θ • K)
      = NormedSpace.exp (θ • K) * (rot K (-θ) * rot K θ) := by
        rw [rot_neg_mul_rot K h, mul_one]
    _ = rot K θ := by rw [← mul_assoc, h1, one_mul]

/-- The rotated observable `exp(θK) X exp(-θK)`. -/
def rotated (K X : A) (θ : ℝ) : A :=
  NormedSpace.exp (θ • K) * X * NormedSpace.exp ((-θ) • K)

/-- If `K³ = -K`, the rotated observable is a trigonometric polynomial with frequencies 0, 1 and 2,
whose coefficients are combinations of `X` and its nested commutators with `K`. -/
theorem rotated_fourier (K : A) (h : K ^ 3 = -K) (X : A) (θ : ℝ) :
    rotated K X θ = (X + (5 / 4 : ℝ) • (der K)^[2] X + (1 / 4 : ℝ) • (der K)^[4] X)
      + Real.cos θ • ((-1 / 3 : ℝ) • ((4 : ℝ) • (der K)^[2] X + (der K)^[4] X))
      + Real.sin θ • ((1 / 3 : ℝ) • ((der K)^[3] X + (4 : ℝ) • der K X))
      + Real.cos (2 * θ) • ((1 / 12 : ℝ) • ((der K)^[2] X + (der K)^[4] X))
      + Real.sin (2 * θ) • ((-1 / 6 : ℝ) • ((der K)^[3] X + der K X)) := by
  -- nested commutators, reduced to at most two factors of K on each side
  have e2 : (der K)^[2] X = K * K * X - 2 • (K * X * K) + X * K * K := by
    change der K (der K X) = _
    simp only [der]
    noncomm_ring
  have e3 : (der K)^[3] X
      = -(K * X) + X * K - 3 • (K * K * X * K) + 3 • (K * X * K * K) := by
    change der K (der K (der K X)) = _
    simp only [der]
    linear_combination (norm := noncomm_ring) h * X - X * h
  have e4 : (der K)^[4] X
      = -(K * K * X) - X * K * K + 8 • (K * X * K) + 6 • (K * K * X * K * K) := by
    change der K (der K (der K (der K X))) = _
    simp only [der]
    linear_combination (norm := noncomm_ring) K * h * X - 4 * h * X * K - 4 * K * X * h
      + X * h * K
  have hs : (1 : ℝ) = Real.sin θ ^ 2 + Real.cos θ ^ 2 := (Real.sin_sq_add_cos_sq θ).symm
  rw [e2, e3, e4, Real.cos_two_mul, Real.sin_two_mul]
  simp only [rotated, exp_eq_rot K h, rot, der, Real.sin_neg, Real.cos_neg, add_mul, mul_add,
    smul_mul_assoc, mul_smul_comm, one_mul, mul_one, mul_assoc]
  linear_combination (norm := module) hs • (K * (X * K))

/-- The derivative of a function with frequencies 0, 1 and 2 is an exact combination of its
values at the four shifts `±π/4` and `±π/2`. -/
theorem four_term_shift {E : Type*} [NormedAddCommGroup E] [NormedSpace ℝ E] (f : ℝ → E)
    (a b c p q : E) (hf : ∀ t, f t = a + Real.cos t • b + Real.sin t • c
      + Real.cos (2 * t) • p + Real.sin (2 * t) • q) (θ : ℝ) :
    HasDerivAt f ((f (θ + Real.pi / 4) - f (θ - Real.pi / 4))
      - ((√2 - 1) / 2) • (f (θ + Real.pi / 2) - f (θ - Real.pi / 2))) θ := by
  have h2 : HasDerivAt (fun t : ℝ => 2 * t) 2 θ := by
    simpa using (hasDerivAt_id θ).const_mul 2
  have hd := ((((hasDerivAt_const θ a).fun_add ((Real.hasDerivAt_cos θ).smul_const b)).fun_add
    ((Real.hasDerivAt_sin θ).smul_const c)).fun_add (h2.cos.smul_const p)).fun_add
    (h2.sin.smul_const q)
  refine (hd.congr_of_eventuallyEq (Filter.Eventually.of_forall hf)).congr_deriv ?_
  -- the doubled angles are shifted by π/2 and π
  have s1 : 2 * (θ + Real.pi / 4) = 2 * θ + Real.pi / 2 := by ring
  have s2 : 2 * (θ - Real.pi / 4) = 2 * θ - Real.pi / 2 := by ring
  have s3 : 2 * (θ + Real.pi / 2) = 2 * θ + Real.pi := by ring
  have s4 : 2 * (θ - Real.pi / 2) = 2 * θ - Real.pi := by ring
  simp only [hf, s1, s2, s3, s4, Real.cos_add, Real.cos_sub, Real.sin_add, Real.sin_sub,
    Real.cos_pi_div_four, Real.sin_pi_div_four, Real.cos_pi_div_two, Real.sin_pi_div_two,
    Real.cos_pi, Real.sin_pi]
  module

/-- Parameter-shift rule: if `K³ = -K`, the derivative of the rotated observable is an exact
combination of the rotated observables at four shifted angles. -/
theorem parameter_shift (K : A) (h : K ^ 3 = -K) (X : A) (θ : ℝ) :
    HasDerivAt (rotated K X)
      ((rotated K X (θ + Real.pi / 4) - rotated K X (θ - Real.pi / 4))
      - ((√2 - 1) / 2) •
        (rotated K X (θ + Real.pi / 2) - rotated K X (θ - Real.pi / 2))) θ :=
  four_term_shift _ _ _ _ _ _ (rotated_fourier K h X) θ

/-- The excitation from the first to the second of three levels. -/
def hop : Matrix (Fin 3) (Fin 3) ℝ := !![0, 0, 0; 1, 0, 0; 0, 0, 0]

/-- The matrix `hop` and its transpose satisfy the four excitation relations. -/
theorem excitation_witness : hop * hop = 0 ∧ hopᵀ * hopᵀ = 0 ∧
    hop * hopᵀ * hop = hop ∧ hopᵀ * hop * hopᵀ = hopᵀ := by
  refine ⟨?_, ?_, ?_, ?_⟩ <;> ext i j <;> fin_cases i <;> fin_cases j <;>
    simp only [Matrix.mul_apply, Matrix.transpose_apply, Fin.sum_univ_three] <;>
    simp [hop]

/-- For the generator `hop - hopᵀ`, which satisfies `K³ = -K`, one explicit matrix obeys `d²(X) =
-X` and another obeys `d²(Y) = -4Y`. -/
theorem frequencies_witness : (hop - hopᵀ) ^ 3 = -(hop - hopᵀ) ∧
    der (hop - hopᵀ) (der (hop - hopᵀ) !![0, 0, 1; 0, 0, 0; 0, 0, 0])
      = -!![0, 0, 1; 0, 0, 0; 0, 0, 0] ∧
    der (hop - hopᵀ) (der (hop - hopᵀ) !![1, 0, 0; 0, -1, 0; 0, 0, 0])
      = -((4 : ℝ) • !![1, 0, 0; 0, -1, 0; 0, 0, 0]) := by
  obtain ⟨h1, h2, h3, h4⟩ := excitation_witness
  refine ⟨excitation_generator_cubed _ _ h1 h2 h3 h4, ?_, ?_⟩ <;>
    ext i j <;> fin_cases i <;> fin_cases j <;>
    simp only [der, Matrix.sub_apply, Matrix.neg_apply, Matrix.smul_apply, Matrix.mul_apply,
      Matrix.transpose_apply, Fin.sum_univ_three] <;>
    simp [hop] <;> norm_num

end

end FermionicParameterShift
```

```lean
#print axioms FermionicParameterShift.der_quintic
#print axioms FermionicParameterShift.rotated_fourier
#print axioms FermionicParameterShift.parameter_shift
```

```
'FermionicParameterShift.der_quintic' depends on axioms: [propext, Quot.sound]
'FermionicParameterShift.rotated_fourier' depends on axioms: [propext, Classical.choice, Quot.sound]
'FermionicParameterShift.parameter_shift' depends on axioms: [propext, Classical.choice, Quot.sound]
```

## What the theorems say

`der K` is the map d, and `(der K)^[5] X` applies it five times to X. In `der_quintic` the type `R` is any ring, `h : K ^ 3 = -K` is the only hypothesis, and the coefficients 5 and 4 are integer multiples. There is no Hilbert space, adjoint or norm in this statement.

From `exp_eq_rot` on, `A` is a complete real normed algebra and `NormedSpace.exp` is the true exponential. Real and complex square matrices are covered once a suitable matrix norm is chosen. `rotated K X θ` fixes the sign convention exp(θK) X exp(−θK). `rotated_fourier` gives the trigonometric polynomial with all its coefficients, some of which may vanish for a particular X. `parameter_shift` is a `HasDerivAt` statement: the derivative exists and has the four-term value.

`excitation_generator_cubed` derives the cubic relation from the four excitation relations. Those relations are hypotheses there; the file does not construct creation and annihilation operators. They are checked for a concrete 3×3 matrix, `hop`, which takes level 0 to level 1 and leaves level 2 uncoupled. For its generator, `frequencies_witness` exhibits one matrix with d²(X) = −X and another, diag(1, −1, 0), with d²(Y) = −4Y, so both nonzero frequencies occur. The first matrix has a single off-diagonal entry and is not symmetric, so it is not a physical observable. Its sum with its transpose is symmetric and also satisfies d²(X) = −X, because K is antisymmetric. The general theorems put no symmetry condition on X: their "rotated observable" is defined for any element of the algebra.

The hypothesis concerns one generator with one angle. A general antisymmetric orbital-rotation matrix, which mixes many pairs of orbitals at once, usually does not satisfy K³ = −K.

## How the proofs follow the algebra

In `der_quintic`, `simp only [der]` writes out the commutators. The call to `linear_combination` then lists where the cubic relation is used: a term such as `K ^ 2 * h * X` multiplies the hypothesis by K² on the left and X on the right. `noncomm_ring` checks that what remains is an identity without commuting any factors. `excitation_generator_cubed` works in the same way with the four excitation relations.

`rot` is the closed form R(θ), and `rot_neg_mul_rot` proves R(−θ)R(θ) = 1 from sin²θ + cos²θ = 1. Inside `exp_eq_rot`, `hr` is the derivative of R(−t), `hd` says that exp(tK)R(−t) has derivative zero, and `is_const_of_deriv_eq_zero` makes the product constant. The closing `calc` block is the multiplication by R(θ).

In `rotated_fourier`, the facts `e2`, `e3` and `e4` are the reduced forms of D₂, D₃ and D₄. The double angles are expanded, both exponentials are replaced by the closed form, and the last line uses sin²θ + cos²θ = 1 on the term KXK, the one whose coefficient vanished above.

`four_term_shift` differentiates f term by term, expands the shifted sines and cosines, and leaves the comparison of coefficients to `module`. `parameter_shift` applies it to the polynomial from `rotated_fourier`. The two matrix theorems are checked entry by entry, except that the cubic relation for `hop - hopᵀ` comes from `excitation_generator_cubed`.

## The gradient in a variational calculation

In a variational quantum eigensolver, the rule gives the exact energy derivative with respect to the angle θ of a gate exp(θK) whose generator is anti-Hermitian and satisfies K³ = −K, provided that this angle appears in no other gate. The gates before it are absorbed into the state and those after it into the Hamiltonian. The energy is then the expectation value of exp(−θK) H exp(θK), which is the rotated observable for −K, and −K satisfies the same cubic relation. Taking the expectation value is linear, so code evaluates

g = E(θ + π/4) − E(θ − π/4) − ((√2 − 1)/2)[E(θ + π/2) − E(θ − π/2)].

This takes four energies per parameter and has no finite-difference error, although sampling noise in the energies remains.

It would be a mistake to carry over the two-term rule ½[E(θ + π/2) − E(θ − π/2)] from gates that have only the frequencies 0 and 1. By the formula for G₁ and G₂ it returns G₁ and loses 2G₂ entirely. For the observable diag(1, −1, 0) above, it would report a zero derivative at every angle.

The gate convention also needs a check. If a program defines the gate as exp(θK/2), the frequencies are halved, the shifts become ±π/2 and ±π, and the whole right-hand side gains a factor ½.
